# An invertible row block of maximal volume interpolates its matrix with coefficients of modulus at most 1

**A:** Let $A$ be a complex matrix with $D$ columns, and let $G$ be an invertible block formed from $D$ of its rows. If $|\det G|$ is the largest value that any choice of $D$ distinct rows can give, then $A=(AG^{-1})G$ and every entry of $AG^{-1}$ has modulus at most 1.

**Q:** That is linear algebra. Where is the physics?

**A:** Take $D$ basis functions $\varphi_l$ on a large set of grid points $r_i$, and put $A_{il}=\varphi_l(r_i)$. A state $\psi=\sum_l x_l\varphi_l$ has grid values $Ax$. You want to evaluate $\psi$ at only $D$ points and recover it at all the others. The chosen points are the pivots, and $AG^{-1}$ holds the weights that carry the sampled values to the rest of the grid. If some weights are huge, small sampling errors can become huge as well. The theorem says that pivots of maximal volume keep every weight at modulus 1 or below.

**Q:** Why should a determinant know about interpolation weights?

**A:** Because each weight is a ratio of two determinants. Let $p(k)$ be the row chosen as pivot $k$, so that $G_{kl}=A_{p(k)l}$, and write $C=AG^{-1}$. Then $CG=A$, which for row $i$ reads

$$A_i=\sum_k C_{ik}\,G_k ,$$

where $A_i$ and $G_k$ are whole rows. Now replace row $j$ of $G$ by $A_i$ and call the result $G^{(j\leftarrow i)}$. The determinant is linear in row $j$, so

$$\det G^{(j\leftarrow i)}=\sum_k C_{ik}\,\det\big(G\text{ with row }j\text{ replaced by }G_k\big).$$

For $k\neq j$ the row $G_k$ appears twice and the term vanishes. For $k=j$ the block is $G$ itself. Hence

$$\det G^{(j\leftarrow i)}=C_{ij}\det G,\qquad |C_{ij}|=\frac{|\det G^{(j\leftarrow i)}|}{|\det G|}.$$

If the exchanged rows are distinct, maximality makes this ratio at most 1. If row $i$ was already another pivot, the exchanged block has a repeated row and the ratio is 0.

**Q:** And the sampling errors?

**A:** Since $Ax=C(Gx)$ and $(Gx)_k=(Ax)_{p(k)}$, exact samples are interpolated exactly. With samples $s_k$ that are each wrong by at most $\varepsilon$,

$$\Big|\sum_k C_{ik}s_k-(Ax)_i\Big|\le\sum_k|C_{ik}|\,|s_k-(Ax)_{p(k)}|\le D\varepsilon .$$

**Q:** Now show me that the Lean version says the same. What are its rows and columns?

**A:** The letters `m` and `n` are sets of labels, not numbers. `m` labels the rows, that is, the grid points, and may be infinite. `n` labels the columns and is finite; its size is $D$.

```lean
import Mathlib

open Matrix

namespace MaximumVolumePivots

noncomputable section

variable {m n : Type*} [Fintype n] [DecidableEq n]
```

The same labels `n` also number the pivots, so a selection of rows is a map `p : n → m`, and the block is square.

```lean
/-- The square block of `A` formed from the rows selected by `p`. -/
def pivotBlock (A : Matrix m n ℂ) (p : n → m) : Matrix n n ℂ :=
  A.submatrix p id
```

**Q:** "Volume" for a complex matrix?

**A:** It is the customary name for $|\det G|$. For real rows this is the volume of the parallelepiped that they span; for complex rows, read it simply as the modulus of the determinant.

```lean
/-- The volume of a selection of rows: the modulus of the determinant of its block. -/
def blockVolume (A : Matrix m n ℂ) (p : n → m) : ℝ :=
  ‖(pivotBlock A p).det‖
```

The matrix $C$ is called `coeff`.

```lean
/-- The interpolation matrix `A G⁻¹`, where `G` is the block of pivot rows;
it is meant for invertible `G`. -/
def coeff (A : Matrix m n ℂ) (p : n → m) : Matrix m n ℂ :=
  A * (pivotBlock A p)⁻¹
```

**Q:** A map `p` could choose the same row twice. Does that spoil the maximality condition?

**A:** No. The competitors `q` are required to be injective, which means distinct rows, as in the usual wording. The selection `p` itself carries no such requirement, but the theorems also assume that its block is invertible, and a block with a repeated row is not.

```lean
/-- No selection of distinct rows has a larger volume than the selection `p`. -/
def IsMaxVolume (A : Matrix m n ℂ) (p : n → m) : Prop :=
  ∀ q : n → m, Function.Injective q → blockVolume A q ≤ blockVolume A p
```

**Q:** What does invertibility do, beyond excluding repeated rows?

**A:** It makes the interpolation real. Lean assigns the zero matrix as the inverse of a singular block, so without `hG` the bound could hold for a `coeff` that reconstructs nothing. That is why the factorisation stands in the conclusion next to the bound. Its proof is one regrouping, $(AG^{-1})G=A(G^{-1}G)=A$.

```lean
/-- If the pivot block is invertible, the interpolation matrix rebuilds all of `A`
from the pivot rows. -/
theorem coeff_mul_pivotBlock (A : Matrix m n ℂ) (p : n → m)
    (hG : (pivotBlock A p).det ≠ 0) : coeff A p * pivotBlock A p = A := by
  rw [coeff, Matrix.mul_assoc, Matrix.nonsing_inv_mul _ (isUnit_iff_ne_zero.mpr hG),
    Matrix.mul_one]
```

The companion fact is that $C$ restricted to the pivot rows is $GG^{-1}=1$. In grid language, the interpolation function that belongs to pivot $j$ equals 1 at its own point and 0 at the other pivots.

```lean
/-- If the pivot block is invertible, the interpolation matrix restricted to the pivot rows
is the identity. -/
theorem coeff_on_pivots (A : Matrix m n ℂ) (p : n → m)
    (hG : (pivotBlock A p).det ≠ 0) : (coeff A p).submatrix p id = 1 := by
  have h : (coeff A p).submatrix p id = pivotBlock A p * (pivotBlock A p)⁻¹ := rfl
  rw [h, Matrix.mul_nonsing_inv _ (isUnit_iff_ne_zero.mpr hG)]
```

**Q:** Where is the determinant ratio?

**A:** In `det_exchange`. The expression `Function.update p j i` is the selection `p` with pivot `j` moved to row `i`. The step `hrow` is the expansion of $A_i$ in pivot rows, read off entry by entry from $CG=A$. The step `hblock` checks that changing the selection is the same as overwriting row `j` of the block. Then `Matrix.det_updateRow_sum` does what we did with linearity and repeated rows: only the term $k=j$ survives.

```lean
/-- For an invertible pivot block, replacing pivot `j` by row `i` multiplies the determinant
of the block by the entry `(i, j)` of the interpolation matrix. -/
theorem det_exchange (A : Matrix m n ℂ) (p : n → m)
    (hG : (pivotBlock A p).det ≠ 0) (i : m) (j : n) :
    (pivotBlock A (Function.update p j i)).det = coeff A p i j * (pivotBlock A p).det := by
  -- row `i` is a combination of the pivot rows
  have hrow : A i = ∑ k, coeff A p i k • pivotBlock A p k := by
    funext l
    have h := congrFun (congrFun (coeff_mul_pivotBlock A p hG) i) l
    rw [Matrix.mul_apply] at h
    simp only [Finset.sum_apply, Pi.smul_apply, smul_eq_mul]
    exact h.symm
  have hblock : pivotBlock A (Function.update p j i)
      = (pivotBlock A p).updateRow j (A i) := by
    ext k l
    by_cases h : k = j
    · subst h
      simp [pivotBlock]
    · simp [pivotBlock, Matrix.updateRow_ne h, Function.update_of_ne h]
  -- only the component along pivot `j` survives in the determinant
  rw [hblock, hrow, Matrix.det_updateRow_sum, smul_eq_mul]
```

**Q:** In practice nobody compares all choices of $D$ rows. There are far too many.

**A:** A typical search exchanges one pivot at a time and stops when no exchange gains more than a chosen factor $\tau$. The next theorem describes exactly that stopping point: all weights are bounded by $\tau$ if and only if no single exchange raises the volume by more than the factor $\tau$. The proof takes moduli in the exchange identity (`key`) and multiplies or divides by the positive number $|\det G|$.

```lean
/-- For an invertible pivot block, all interpolation coefficients have modulus at most `τ` exactly
when moving any one pivot to any row, its present row included, gives a volume of at most `τ` times
the present one. -/
theorem coeff_le_iff_exchange (A : Matrix m n ℂ) (p : n → m)
    (hG : (pivotBlock A p).det ≠ 0) (τ : ℝ) :
    (∀ i j, ‖coeff A p i j‖ ≤ τ) ↔
      ∀ i j, blockVolume A (Function.update p j i) ≤ τ * blockVolume A p := by
  have hpos : 0 < blockVolume A p := norm_pos_iff.mpr hG
  have key : ∀ i j, blockVolume A (Function.update p j i)
      = ‖coeff A p i j‖ * blockVolume A p := by
    intro i j
    unfold blockVolume
    rw [det_exchange A p hG, norm_mul]
  constructor
  · intro h i j
    rw [key]
    exact mul_le_mul_of_nonneg_right (h i j) hpos.le
  · intro h i j
    have hij := h i j
    rw [key] at hij
    exact le_of_mul_le_mul_right hij hpos
```

**Q:** What does such a search look like in an actual calculation?

**A:** Suppose you build a matrix product representation of a function on a large grid by cross interpolation. At one bond you have a tall matrix $A$ with $D$ linearly independent columns, and you need $D$ rows to keep as sampling points.

1. Take starting pivots from an LU factorisation of $A$ with row pivoting, and compute $C=AG^{-1}$.
2. Find the entry $C_{ij}$ of largest modulus. If $|C_{ij}|\le\tau$, with $\tau$ slightly above 1, stop.
3. Otherwise move pivot $j$ to row $i$. The volume grows by the factor $|C_{ij}|>\tau$.
4. Update the weights by a rank-one correction, $C\to C-C_{\cdot j}\,(C_{i\cdot}-e_j^{T})/C_{ij}$, where $C_{\cdot j}$ is column $j$, $C_{i\cdot}$ is row $i$ and $e_j$ is the unit vector for pivot $j$. Return to step 2.

With finitely many rows the loop ends, because the volume keeps rising and no selection can recur. Lean checks the exchange identity and the stopping criterion; the update formula comes from inverting the exchanged block by hand.

**Q:** So the theorem you opened with is the case $\tau=1$?

**A:** Yes, with one extra check. The criterion asks about every single exchange, including those that repeat a row, whereas `IsMaxVolume` speaks only about distinct rows. The proof therefore splits. If the exchanged selection is injective, `hmax` applies. If it is not, two rows of the block coincide, its determinant is zero, and zero does not exceed the volume of `p`.

```lean
/-- **Maximum-volume pivot rule.** If the pivot block is invertible and has maximal volume,
then `A` is interpolated exactly from its pivot rows with coefficients of modulus at most 1. -/
theorem maxVolume_interpolation (A : Matrix m n ℂ) (p : n → m)
    (hG : (pivotBlock A p).det ≠ 0) (hmax : IsMaxVolume A p) :
    coeff A p * pivotBlock A p = A ∧ ∀ i j, ‖coeff A p i j‖ ≤ 1 := by
  refine ⟨coeff_mul_pivotBlock A p hG, (coeff_le_iff_exchange A p hG 1).mpr ?_⟩
  intro i j
  rw [one_mul]
  by_cases hinj : Function.Injective (Function.update p j i)
  · exact hmax _ hinj
  · -- a repeated row gives zero volume
    obtain ⟨a, b, hab, hne⟩ := Function.not_injective_iff.mp hinj
    have hdet : (pivotBlock A (Function.update p j i)).det = 0 := by
      apply Matrix.det_zero_of_row_eq hne
      funext l
      change A (Function.update p j i a) l = A (Function.update p j i b) l
      rw [hab]
    have hzero : blockVolume A (Function.update p j i) = 0 := by
      rw [blockVolume, hdet, norm_zero]
    rw [hzero]
    exact norm_nonneg _
```

**Q:** You assume that a maximal block exists. Could that assumption be empty?

**A:** Not when there are finitely many rows and some block is invertible, in other words when the $D$ basis functions are linearly independent on a finite grid. There are then finitely many selections, so one of them has the largest volume. That volume is at least the volume of the known invertible block, hence positive, so the winner is invertible too.

```lean
/-- If `A` has finitely many rows and some invertible block, then it has an invertible block
of maximal volume. -/
theorem exists_maxVolume [Finite m] (A : Matrix m n ℂ)
    (h : ∃ q : n → m, (pivotBlock A q).det ≠ 0) :
    ∃ p : n → m, (pivotBlock A p).det ≠ 0 ∧ IsMaxVolume A p := by
  obtain ⟨q, hq⟩ := h
  have : Nonempty (n → m) := ⟨q⟩
  obtain ⟨p, hp⟩ := Finite.exists_max (fun r : n → m => blockVolume A r)
  have hpos : 0 < blockVolume A p := lt_of_lt_of_le (norm_pos_iff.mpr hq) (hp q)
  exact ⟨p, norm_pos_iff.mp hpos, fun r _ => hp r⟩
```

**Q:** And your error estimate on the grid?

**A:** It is the next theorem. `x` holds the expansion coefficients, `s` the noisy samples, `A *ᵥ x` is the matrix acting on the vector, and `Fintype.card n` is $D$. The step `hx` says that exact samples reproduce $Ax$. After subtraction, the `calc` block applies the triangle inequality and bounds each term by $1\cdot\varepsilon$.

```lean
/-- Let the pivot block be invertible with maximal volume. If a vector `A x` is sampled at the
`D` pivots with errors at most `ε`, its interpolation is wrong by at most `D ε` in each row. -/
theorem interpolation_stable (A : Matrix m n ℂ) (p : n → m)
    (hG : (pivotBlock A p).det ≠ 0) (hmax : IsMaxVolume A p)
    (x s : n → ℂ) (ε : ℝ) (hs : ∀ k, ‖s k - (A *ᵥ x) (p k)‖ ≤ ε) (i : m) :
    ‖(coeff A p *ᵥ s) i - (A *ᵥ x) i‖ ≤ Fintype.card n * ε := by
  -- exact samples are interpolated exactly
  have hx : (A *ᵥ x) i = ∑ k, coeff A p i k * (A *ᵥ x) (p k) := by
    have h : coeff A p *ᵥ (pivotBlock A p *ᵥ x) = A *ᵥ x := by
      rw [Matrix.mulVec_mulVec, coeff_mul_pivotBlock A p hG]
    exact (congrFun h i).symm
  have hsum : (coeff A p *ᵥ s) i = ∑ k, coeff A p i k * s k := rfl
  rw [hsum, hx, ← Finset.sum_sub_distrib]
  -- each pivot contributes at most its own sampling error
  calc ‖∑ k, (coeff A p i k * s k - coeff A p i k * (A *ᵥ x) (p k))‖
      ≤ ∑ _k : n, ε := by
        apply norm_sum_le_of_le
        intro k _
        rw [← mul_sub, norm_mul]
        calc ‖coeff A p i k‖ * ‖s k - (A *ᵥ x) (p k)‖
            ≤ 1 * ε := mul_le_mul ((maxVolume_interpolation A p hG hmax).2 i k) (hs k)
              (norm_nonneg _) zero_le_one
          _ = ε := one_mul ε
    _ = Fintype.card n * ε := by simp
```

**Q:** My orbitals are never exactly in the span of $D$ functions.

**A:** That is the step from this model to a real system which the hypotheses leave to you: the sampled vector is assumed to be $Ax$ exactly, up to errors at the pivots. If your data differ from some $Ax$ by at most $\delta$ at every grid point, you can use the theorem with $\varepsilon=\delta$ and add one more triangle inequality, which gives a total error of at most $(D+1)\delta$. How small $\delta$ is depends on the physics, for instance on how fast the singular values decay across a bond. So the result bears on low-rank compression in electronic structure and tensor-network work as a bound on error amplification, for a column space that is already given and has finite dimension $D$.

**Q:** Does it also tell me that $G$ is well conditioned?

**A:** No. If $A$ is square and nearly singular, its only block up to ordering is $A$ itself, and $C$ is a permutation matrix however badly conditioned $G$ may be. The bound concerns the weights, not the numerical work of computing them. A common remedy is to factor $A=QR$ first, with orthonormal columns in $Q$, and to compute the weights from $Q$: for invertible $R$ they are the same, since $R$ cancels in $AG^{-1}$.

**Q:** One last doubt. If my search stops with all weights at most 1, have I found the maximal volume?

**A:** Not necessarily. Here is a matrix with four rows and two columns.

```lean
/-- A matrix with four rows and two columns whose first two rows form the identity. -/
def fourRows : Matrix (Fin 4) (Fin 2) ℂ :=
  !![1, 0; 0, 1; 1, 1; 1, -1]
```

Lean counts from zero, so `![0, 1]` selects the first two rows. Their block is the identity, so $C$ is the matrix itself, and its entries are $0$, $1$ and $-1$. No single exchange raises the volume above 1. The last two rows, `![2, 3]`, have determinant $1\cdot(-1)-1\cdot 1=-2$, hence volume 2, but reaching them requires changing both pivots. The proof computes the two blocks entry by entry and compares the volumes. The search would stop at the first pair, and its weights would still obey the bound.

```lean
/-- For `fourRows` with the first two rows as pivots, all interpolation coefficients have
modulus at most 1, yet the last two rows have a strictly larger volume. -/
theorem bounded_coeff_not_maxVolume :
    (∀ i j, ‖coeff fourRows ![0, 1] i j‖ ≤ 1) ∧
      blockVolume fourRows ![0, 1] < blockVolume fourRows ![2, 3] := by
  have h1 : pivotBlock fourRows ![0, 1] = 1 := by
    ext i j
    fin_cases i <;> fin_cases j <;> simp [pivotBlock, fourRows]
  have h2 : (pivotBlock fourRows ![2, 3]).det = -2 := by
    have hblock : pivotBlock fourRows ![2, 3] = !![1, 1; 1, -1] := by
      ext i j
      fin_cases i <;> fin_cases j <;> simp [pivotBlock, fourRows]
    rw [hblock, Matrix.det_fin_two_of]
    norm_num
  have h3 : coeff fourRows ![0, 1] = fourRows := by
    simp [coeff, h1]
  constructor
  · intro i j
    rw [h3]
    fin_cases i <;> fin_cases j <;> simp [fourRows]
  · simp only [blockVolume, h1, h2, Matrix.det_one]
    norm_num

end

end MaximumVolumePivots
```

```lean
#print axioms MaximumVolumePivots.maxVolume_interpolation
-- 'MaximumVolumePivots.maxVolume_interpolation' depends on axioms: [propext, Classical.choice, Quot.sound]
#print axioms MaximumVolumePivots.exists_maxVolume
-- 'MaximumVolumePivots.exists_maxVolume' depends on axioms: [propext, Classical.choice, Quot.sound]
#print axioms MaximumVolumePivots.interpolation_stable
-- 'MaximumVolumePivots.interpolation_stable' depends on axioms: [propext, Classical.choice, Quot.sound]
#print axioms MaximumVolumePivots.bounded_coeff_not_maxVolume
-- 'MaximumVolumePivots.bounded_coeff_not_maxVolume' depends on axioms: [propext, Classical.choice, Quot.sound]
```
